# Least polarisation energy around a point charge: independent dipoles and a dielectric continuum

A charged defect sits in an ionic crystal, and the ions around it polarise in its field. Close to the defect one would relax them explicitly. Further out I would like to treat each ion as a dipole that responds to the bare Coulomb field of the defect charge q and ignores the other dipoles.

In Gaussian units, with the charge at the origin, site i at rᵢ ≠ 0, polarisability aᵢ > 0 and field Eᵢ = q rᵢ/‖rᵢ‖³, the energy of dipoles pᵢ is

U = Σᵢ ( ‖pᵢ‖²/(2aᵢ) − pᵢ·Eᵢ ).

I believe that its minimum is −(q²/2) Σᵢ aᵢ/‖rᵢ‖⁴. If the sum is replaced by an integral over the space outside a sphere of radius R, with polarisability (1 − 1/ε)/(4π) per volume, where ε > 1 is the dielectric constant, I get −(1 − 1/ε) q²/(2R). Can both statements be written down precisely, with every assumption visible, and proved in a form that a computer checks?

## Both minima come from completing a square

Yes. Take one dipole p with polarisability a > 0 in a field E. Expanding the square gives

‖p − aE‖² = ‖p‖² − 2a p·E + a²‖E‖².

Dividing by 2a and rearranging,

‖p‖²/(2a) − p·E = ‖p − aE‖²/(2a) − (a/2)‖E‖².

The Coulomb field satisfies

‖Eᵢ‖² = q²‖rᵢ‖²/‖rᵢ‖⁶ = q²/‖rᵢ‖⁴,

so summing over the sites yields

U = Σᵢ ‖pᵢ − aᵢEᵢ‖²/(2aᵢ) − (q²/2) Σᵢ aᵢ/‖rᵢ‖⁴.

The first sum is never negative, and it vanishes exactly when pᵢ = aᵢEᵢ at every site. What remains is the minimum.

For the continuum, let χ > 0 be the polarisability per volume and P(x) the dipole moment per volume. The same identity, applied at each point, gives

∫ ( ‖P‖²/(2χ) − P·E ) d³x ≥ −(χq²/2) ∫ ‖x‖⁻⁴ d³x,

with both integrals over ‖x‖ > R and equality for P = χE. In polar coordinates

∫ ‖x‖⁻⁴ d³x = ∫_R^∞ 4πr² · r⁻⁴ dr = 4π/R,

so the minimum is −2πχq²/R.

It remains to find χ. Write F for the total field in the medium and D = F + 4πP for the displacement field, in Gaussian units. By Gauss's law the flux of D is fixed by the charge q alone. With the charge at the centre of the sphere and a uniform medium filling the space outside, spherical symmetry then makes D equal to the bare field of the charge. A linear, isotropic medium has D = εF. Hence F = D/ε and

4πP = D − D/ε = (1 − 1/ε) D,

which means P = χD with χ = (1 − 1/ε)/(4π). Inserting this gives

−2π · (1 − 1/ε)/(4π) · q²/R = −(1 − 1/ε) q²/(2R).

Here one can easily go wrong by using the familiar susceptibility (ε − 1)/(4π). That constant relates P to the total field F, whereas the energy above contains the bare field. For q ≠ 0 the magnitude of the result would then be too large by a factor ε and would grow without bound as ε increases, while the correct magnitude stays below q²/(2R).

## The statements in Lean

```lean
import Mathlib

open MeasureTheory
open scoped InnerProductSpace

namespace MottLittleton

noncomputable section

/-- Physical space with its Euclidean norm. -/
abbrev Space := EuclideanSpace ℝ (Fin 3)

/-- Energy of a dipole `p` with polarisability `a ≠ 0` in a field `E`:
the cost of polarising it plus its coupling to the field. -/
def dipoleEnergy (a : ℝ) (E p : Space) : ℝ := ‖p‖ ^ 2 / (2 * a) - ⟪p, E⟫_ℝ

/-- The relation `‖x‖³ E = q x` between a position `x` and the field `E` which a
charge `q` at the origin produces there. -/
def IsCoulombField (q : ℝ) (x E : Space) : Prop := ‖x‖ ^ 3 • E = q • x

/-- The region outside a sphere of radius `R` about the origin. -/
def outerRegion (R : ℝ) : Set Space := {x | R < ‖x‖}

/-- Polarisability per volume, with respect to the displacement field `D` in Gaussian units, of a
linear medium with dielectric constant `ε ≠ 0`. -/
def dielectricDensity (ε : ℝ) : ℝ := (1 - 1 / ε) / (4 * Real.pi)

/-- Away from the origin the Coulomb relation determines the field as `q x / ‖x‖³`. -/
theorem isCoulombField_iff {q : ℝ} {x E : Space} (hx : x ≠ 0) :
    IsCoulombField q x E ↔ E = (q / ‖x‖ ^ 3) • x := by
  have h : ‖x‖ ^ 3 ≠ 0 := pow_ne_zero 3 (norm_ne_zero_iff.mpr hx)
  unfold IsCoulombField
  constructor
  · intro hE
    rw [div_eq_inv_mul, mul_smul, ← hE, smul_smul, inv_mul_cancel₀ h, one_smul]
  · intro hE
    rw [hE, smul_smul, mul_div_cancel₀ q h]

/-- Away from the origin the squared Coulomb field is `q² / ‖x‖⁴`. -/
theorem coulomb_norm_sq {q : ℝ} {x E : Space} (hx : x ≠ 0)
    (hE : IsCoulombField q x E) : ‖E‖ ^ 2 = q ^ 2 / ‖x‖ ^ 4 := by
  have h : ‖x‖ ≠ 0 := norm_ne_zero_iff.mpr hx
  rw [(isCoulombField_iff hx).mp hE, norm_smul, mul_pow, Real.norm_eq_abs, sq_abs]
  field_simp

/-- Completing the square: for `a ≠ 0` the dipole energy is `-a‖E‖²/2` plus a
quadratic penalty for departing from the linear response `a E`. -/
theorem dipoleEnergy_eq {a : ℝ} (ha : a ≠ 0) (E p : Space) :
    dipoleEnergy a E p = ‖p - a • E‖ ^ 2 / (2 * a) - a / 2 * ‖E‖ ^ 2 := by
  rw [dipoleEnergy, norm_sub_sq_real, inner_smul_right, norm_smul, mul_pow,
    Real.norm_eq_abs, sq_abs]
  field_simp
  ring

/-- For finitely many sites `rᵢ ≠ 0` with polarisabilities `aᵢ > 0`, in the Coulomb fields `Eᵢ` of a
charge `q` at the origin, the least energy of the induced dipoles is `-(q²/2) ∑ aᵢ/‖rᵢ‖⁴`, and it is
reached only by `pᵢ = aᵢ Eᵢ`. -/
theorem lattice_minimum {ι : Type*} [Fintype ι] {q : ℝ} {a : ι → ℝ} {r E : ι → Space}
    (ha : ∀ i, 0 < a i) (hr : ∀ i, r i ≠ 0) (hE : ∀ i, IsCoulombField q (r i) (E i)) :
    IsLeast (Set.range fun p : ι → Space => ∑ i, dipoleEnergy (a i) (E i) (p i))
      (-(q ^ 2 / 2) * ∑ i, a i / ‖r i‖ ^ 4) ∧
    ∀ p : ι → Space, ∑ i, dipoleEnergy (a i) (E i) (p i)
      = -(q ^ 2 / 2) * ∑ i, a i / ‖r i‖ ^ 4 ↔ ∀ i, p i = a i • E i := by
  -- the energy is the claimed minimum plus a sum of squares
  have key : ∀ p : ι → Space, ∑ i, dipoleEnergy (a i) (E i) (p i)
      = -(q ^ 2 / 2) * ∑ i, a i / ‖r i‖ ^ 4
        + ∑ i, ‖p i - a i • E i‖ ^ 2 / (2 * a i) := by
    intro p
    rw [Finset.mul_sum, ← Finset.sum_add_distrib]
    refine Finset.sum_congr rfl fun i _ => ?_
    rw [dipoleEnergy_eq (ha i).ne', coulomb_norm_sq (hr i) (hE i)]
    ring
  have pos : ∀ (p : ι → Space) (i : ι), 0 ≤ ‖p i - a i • E i‖ ^ 2 / (2 * a i) :=
    fun p i => div_nonneg (sq_nonneg _) (by linarith [ha i])
  refine ⟨⟨⟨fun i => a i • E i, ?_⟩, ?_⟩, fun p => ?_⟩
  · simp only [key, sub_self, norm_zero]
    simp
  · rintro U ⟨p, rfl⟩
    simp only [key]
    linarith [Finset.sum_nonneg fun i (_ : i ∈ Finset.univ) => pos p i]
  · rw [key, add_eq_left, Finset.sum_eq_zero_iff_of_nonneg fun i _ => pos p i]
    refine ⟨fun h i => ?_, fun h i _ => by simp [h i]⟩
    have h2 : 2 * a i ≠ 0 := (mul_pos two_pos (ha i)).ne'
    have h3 := (div_eq_zero_iff.mp (h i (Finset.mem_univ i))).resolve_right h2
    exact sub_eq_zero.mp (norm_eq_zero.mp (pow_eq_zero_iff (two_ne_zero)|>.mp h3))

/-- The integral of `1/‖x‖⁴` over the space outside a sphere of radius `R > 0`
is `4π/R`. -/
theorem integral_outerRegion {R : ℝ} (hR : 0 < R) :
    ∫ x in outerRegion R, 1 / ‖x‖ ^ 4 = 4 * Real.pi / R := by
  have hS : MeasurableSet (outerRegion R) := measurableSet_lt measurable_const measurable_norm
  have h1 : (outerRegion R).indicator (fun x : Space => 1 / ‖x‖ ^ 4)
      = fun x => (Set.Ioi R).indicator (fun t : ℝ => 1 / t ^ 4) ‖x‖ := by
    ext x
    simp [Set.indicator, outerRegion]
  -- the radial integral, with the surface factor `y²`
  have h2 : ∫ y in Set.Ioi (0 : ℝ), y ^ 2 • (Set.Ioi R).indicator (fun t : ℝ => 1 / t ^ 4) y
      = 1 / R := by
    have h3 : (fun y : ℝ => y ^ 2 • (Set.Ioi R).indicator (fun t : ℝ => 1 / t ^ 4) y)
        = (Set.Ioi R).indicator (fun y : ℝ => y ^ (-2 : ℝ)) := by
      ext y
      by_cases hy : y ∈ Set.Ioi R
      · have hy0 : 0 < y := hR.trans hy
        rw [Set.indicator_of_mem hy, Set.indicator_of_mem hy, Real.rpow_neg hy0.le,
          Real.rpow_two, smul_eq_mul]
        field_simp
      · rw [Set.indicator_of_notMem hy, Set.indicator_of_notMem hy, smul_zero]
    rw [h3, setIntegral_indicator measurableSet_Ioi,
      Set.inter_eq_right.mpr (Set.Ioi_subset_Ioi hR.le),
      integral_Ioi_rpow_of_lt (by norm_num) hR,
      show (-2 : ℝ) + 1 = -1 by norm_num, Real.rpow_neg_one]
    ring
  have hv : volume.real (Metric.ball (0 : Space) 1) = Real.pi * 4 / 3 := by
    rw [measureReal_def, EuclideanSpace.volume_ball_fin_three, ENNReal.ofReal_one,
      one_pow, one_mul, ENNReal.toReal_ofReal (by positivity)]
  rw [← integral_indicator hS, h1, integral_fun_norm_addHaar volume
    ((Set.Ioi R).indicator (fun t : ℝ => 1 / t ^ 4)), finrank_euclideanSpace_fin, hv,
    show (3 - 1 : ℕ) = 2 from rfl, h2]
  simp only [nsmul_eq_mul, smul_eq_mul]
  push_cast
  ring

/-- In the Coulomb field of a charge `q` at the origin, a medium with polarisability density `χ > 0`
outside the sphere of radius `R > 0` about the origin has least energy `-2πχq²/R` among polarisation
fields with integrable energy density. -/
theorem continuum_minimum {q χ R : ℝ} {E : Space → Space} (hχ : 0 < χ) (hR : 0 < R)
    (hE : ∀ x ∈ outerRegion R, IsCoulombField q x (E x)) :
    IsLeast {U | ∃ P : Space → Space,
      IntegrableOn (fun x => dipoleEnergy χ (E x) (P x)) (outerRegion R) ∧
      ∫ x in outerRegion R, dipoleEnergy χ (E x) (P x) = U}
      (-(2 * Real.pi * χ * q ^ 2 / R)) := by
  have hS : MeasurableSet (outerRegion R) := measurableSet_lt measurable_const measurable_norm
  have hI := integral_outerRegion hR
  -- a nonzero integral can only come from an integrable function
  have hint : IntegrableOn (fun x : Space => 1 / ‖x‖ ^ 4) (outerRegion R) := by
    by_contra h
    rw [integral_undef h] at hI
    have : 0 < 4 * Real.pi / R := by positivity
    linarith
  have hc := hint.const_mul (-(χ * q ^ 2 / 2))
  have hval : ∫ x in outerRegion R, -(χ * q ^ 2 / 2) * (1 / ‖x‖ ^ 4)
      = -(2 * Real.pi * χ * q ^ 2 / R) := by
    rw [integral_const_mul, hI]
    ring
  have hpt : ∀ x ∈ outerRegion R, ∀ p, dipoleEnergy χ (E x) p
      = ‖p - χ • E x‖ ^ 2 / (2 * χ) + -(χ * q ^ 2 / 2) * (1 / ‖x‖ ^ 4) := by
    intro x hx p
    have hx0 : x ≠ 0 := norm_pos_iff.mp (hR.trans hx)
    rw [dipoleEnergy_eq hχ.ne', coulomb_norm_sq hx0 (hE x hx)]
    ring
  have hopt : Set.EqOn (fun x : Space => -(χ * q ^ 2 / 2) * (1 / ‖x‖ ^ 4))
      (fun x => dipoleEnergy χ (E x) (χ • E x)) (outerRegion R) := by
    intro x hx
    simp [hpt x hx]
  constructor
  · exact ⟨fun x => χ • E x, IntegrableOn.congr_fun hc hopt hS,
      (setIntegral_congr_fun hS hopt).symm.trans hval⟩
  · rintro U ⟨P, hP, rfl⟩
    rw [← hval]
    refine setIntegral_mono_on hc hP hS fun x hx => ?_
    rw [hpt x hx]
    have : 0 ≤ ‖P x - χ • E x‖ ^ 2 / (2 * χ) := by positivity
    linarith

/-- If the bare field is `D = F + 4πP` and `D = εF` with `ε ≠ 0`, the polarisation `P`
is `(1 - 1/ε)/(4π)` times `D`. -/
theorem dielectric_response {ε : ℝ} (hε : ε ≠ 0) {D F P : Space}
    (h1 : D = F + (4 * Real.pi) • P) (h2 : D = ε • F) : P = dielectricDensity ε • D := by
  have hp : 4 * Real.pi ≠ 0 := by positivity
  have hF : ε⁻¹ • D = F := by rw [h2, smul_smul, inv_mul_cancel₀ hε, one_smul]
  have h3 : (4 * Real.pi) • P = (1 - 1 / ε) • D := by
    rw [sub_smul, one_smul, one_div, hF]
    exact eq_sub_of_add_eq' h1.symm
  rw [dielectricDensity, div_eq_inv_mul, mul_smul, ← h3, smul_smul, inv_mul_cancel₀ hp,
    one_smul]

/-- For `ε > 1`, `R > 0` and the Coulomb field of a charge `q` at the centre of a sphere of radius
`R`, the least polarisation energy of the dielectric outside the sphere, among fields with
integrable energy density, is `-(1 - 1/ε) q²/(2R)`. -/
theorem dielectric_minimum {q ε R : ℝ} {E : Space → Space} (hε : 1 < ε) (hR : 0 < R)
    (hE : ∀ x ∈ outerRegion R, IsCoulombField q x (E x)) :
    IsLeast {U | ∃ P : Space → Space,
      IntegrableOn (fun x => dipoleEnergy (dielectricDensity ε) (E x) (P x)) (outerRegion R) ∧
      ∫ x in outerRegion R, dipoleEnergy (dielectricDensity ε) (E x) (P x) = U}
      (-((1 - 1 / ε) * q ^ 2 / (2 * R))) := by
  have h1 : 1 / ε < 1 := (div_lt_one (by linarith)).mpr hε
  have hχ : 0 < dielectricDensity ε := div_pos (by linarith) (by positivity)
  have hv : 2 * Real.pi * dielectricDensity ε = (1 - 1 / ε) / 2 := by
    have hp : Real.pi ≠ 0 := Real.pi_ne_zero
    unfold dielectricDensity
    generalize 1 - 1 / ε = s
    field_simp
    ring
  have h := continuum_minimum hχ hR hE
  rw [hv] at h
  convert h using 1
  ring

end

end MottLittleton
```

```lean
#print axioms MottLittleton.lattice_minimum
-- 'MottLittleton.lattice_minimum' depends on axioms: [propext, Classical.choice, Quot.sound]
#print axioms MottLittleton.dielectric_response
-- 'MottLittleton.dielectric_response' depends on axioms: [propext, Classical.choice, Quot.sound]
#print axioms MottLittleton.dielectric_minimum
-- 'MottLittleton.dielectric_minimum' depends on axioms: [propext, Classical.choice, Quot.sound]
```

## What the theorems say about the crystal

`Space` is three-dimensional Euclidean space, and it serves for positions, fields and dipoles alike. `dipoleEnergy a E p` is the energy of one dipole. In the continuum theorems the same function is an energy per volume, with χ in place of a and P(x) in place of p.

`IsCoulombField q x E` states the relation ‖x‖³E = qx. Away from the origin it fixes E as the Coulomb field, by `isCoulombField_iff`. At the origin it reads 0 = 0 and allows any E, which is why `lattice_minimum` requires `r i ≠ 0`.

`lattice_minimum` takes a finite index type `ι`, which may be empty; the sum over an infinite crystal is not covered. `IsLeast` says that the stated number is the energy of some choice of dipoles and that no choice has a lower one. The second half of the theorem says that the minimum is reached only by `p i = a i • E i`.

`continuum_minimum` concerns the set of energies of all polarisation fields whose energy density is integrable over `outerRegion R`, the points with ‖x‖ > R. The field `E` has to be the Coulomb field only in that region. The theorem gives the least energy and makes no claim that the minimiser is unique.

`dielectric_response` derives the constant `dielectricDensity ε` from D = F + 4πP and D = εF. These two relations are hypotheses; they stand for a linear, isotropic medium in Gaussian units. That D is also the bare field of the charge is a further physical assumption, justified here by the spherical symmetry of the arrangement and not proved in the file. `dielectric_minimum` then gives the minimum for ε > 1, with `E` in the role of the bare field D.

Several physical assumptions enter through the model:

- The lattice dipoles do not interact with one another. In the continuum, the medium's reaction to its own polarisation enters only through the value of χ.
- The bare field is that of a fixed point charge at the centre of the sphere.
- The passage from sum to integral is a modelling step. The two minima are separate theorems, and no limit of ever finer lattices is taken. For the continuum value to stand in for the sum, the aᵢ must add up to χ per volume. They are then effective values that allow for the interaction between the dipoles, not the polarisabilities of isolated ions.

The namespace recalls the Mott–Littleton approach to defects, in which an explicitly relaxed inner region is coupled to a polarisable outer one. The file treats only the response of the outer region to a fixed charge. For embedded-cluster calculations of charged defects, the continuum value estimates the polarisation energy beyond a spherical cluster, provided that the surroundings act as a uniform, linear, isotropic dielectric and that the cluster acts on them like a point charge at its centre. Here ε is the static dielectric constant if the outer ions may also shift in response to the charge, and the high-frequency one if only their electrons respond.

## From the square to the integral in the proof

`dipoleEnergy_eq` is the completed square, obtained by expanding the norm of `p - a • E` and clearing denominators. `coulomb_norm_sq` supplies ‖E‖² = q²/‖x‖⁴.

In `lattice_minimum`, the step `key` combines these two lemmas into the formula for U as the minimum plus a sum of squares, and `pos` records that each square term is nonnegative. Choosing `a i • E i` makes the squares vanish, so the value is attained; nonnegativity makes it a lower bound. For uniqueness, a sum of nonnegative terms is zero only if every term is zero, and this forces each `p i` to equal `a i • E i`.

`integral_outerRegion` carries out the polar integration. The restriction to ‖x‖ > R is written as an indicator function that depends only on the norm. The Mathlib theorem `integral_fun_norm_addHaar` then turns the volume integral into a radial one with weight y² and prefactor three times the volume of the unit ball, which is 4π. The radial integral of y⁻² from R to infinity is 1/R.

`continuum_minimum` also needs ‖x‖⁻⁴ to be integrable. Mathlib assigns the value 0 to the integral of a non-integrable function, so the nonzero value 4π/R already settles this. The step `hpt` is the completed square at each point outside the sphere. For the field `χ • E x` the square vanishes, which gives attainment (`hopt` and `hval`). For any other admissible field, the pointwise inequality is integrated with `setIntegral_mono_on`.

`dielectric_response` follows the elimination of F line by line. Finally, `dielectric_minimum` checks that ε > 1 makes the density positive, applies `continuum_minimum`, and simplifies 2πχ to (1 − 1/ε)/2.
